# No continuous path of real orthonormal orbitals at fixed density matrix reverses the sign of just one

The declaration concerns `N` real orbitals in a finite orthonormal basis of `n` functions, given by the columns of a coefficient matrix C with CᵀC = 1, and their density matrix CCᵀ. It states that no continuous path leads from C to the same matrix with column `k` negated if the columns must stay orthonormal and the density matrix must stay equal to CCᵀ all the way. The attempt follows the determinant of the overlap matrix CᵀY between C and the frame Y on the path. This determinant starts at 1 and ends at −1, so by the intermediate value theorem it vanishes somewhere, yet the overlap matrix is orthogonal along the whole path and so its determinant cannot be zero.

The first attempt, which Lean rejects:

```lean
import Mathlib

open Matrix

namespace NotJoinedAtFixedDensity

noncomputable section

variable {n N : ℕ}

/-- The orbital frames: real `n × N` coefficient matrices with orthonormal columns. -/
def frames (n N : ℕ) : Set (Matrix (Fin n) (Fin N) ℝ) := {C | Cᵀ * C = 1}

/-- The density matrix `C Cᵀ` of a coefficient matrix. -/
def density (C : Matrix (Fin n) (Fin N) ℝ) : Matrix (Fin n) (Fin n) ℝ := C * Cᵀ

/-- The coefficient matrix with the sign of orbital `k` reversed. -/
def negateColumn (C : Matrix (Fin n) (Fin N) ℝ) (k : Fin N) : Matrix (Fin n) (Fin N) ℝ :=
  Matrix.of fun i j => if j = k then -C i j else C i j

/-- Reversing the sign of one orbital is multiplication from the right by a diagonal
matrix of signs. -/
theorem negateColumn_eq_mul (C : Matrix (Fin n) (Fin N) ℝ) (k : Fin N) :
    negateColumn C k = C * Matrix.diagonal (fun j => if j = k then (-1 : ℝ) else 1) := by
  ext i j
  by_cases h : j = k <;> simp [negateColumn, Matrix.mul_diagonal, h]

/-- No continuous path of orthonormal frames with constant density matrix reverses the sign
of a single orbital. -/
theorem not_joined_at_fixed_density {C : Matrix (Fin n) (Fin N) ℝ} (hC : C ∈ frames n N)
    (k : Fin N) :
    ¬ JoinedIn {Y | Y ∈ frames n N ∧ density Y = density C} C (negateColumn C k) := by
  rintro ⟨γ, hγ⟩
  have h : Cᵀ * C = 1 := hC
  have hcont : Continuous fun t => (Cᵀ * γ t).det :=
    (continuous_const.matrix_mul γ.continuous).matrix_det
  -- the overlap determinant starts at 1 and ends at -1
  have h0 : (Cᵀ * γ 0).det = 1 := by rw [γ.source, h, Matrix.det_one]
  have h1 : (Cᵀ * γ 1).det = -1 := by
    rw [γ.target, negateColumn_eq_mul, ← Matrix.mul_assoc, h, Matrix.one_mul,
      Matrix.det_diagonal]
    simp
  obtain ⟨t, ht⟩ := mem_range_of_exists_le_of_exists_ge hcont
    ⟨1, by rw [h1]; norm_num⟩ ⟨0, by rw [h0]; exact zero_le_one⟩
  have ht' : (Cᵀ * γ t).det = 0 := ht
  -- but the overlap matrix is orthogonal all along the path
  have hY : (γ t)ᵀ * γ t = 1 := (hγ t).1
  have hD : γ t * (γ t)ᵀ = C * Cᵀ := (hγ t).2
  have horth : (Cᵀ * γ t)ᵀ * (Cᵀ * γ t) = 1 := by
    calc (Cᵀ * γ t)ᵀ * (Cᵀ * γ t) = (γ t)ᵀ * (C * Cᵀ) * γ t := by
          simp only [Matrix.transpose_mul, Matrix.transpose_transpose, Matrix.mul_assoc]
      _ = ((γ t)ᵀ * γ t) * ((γ t)ᵀ * γ t) := by
          rw [← hD]
          simp only [Matrix.mul_assoc]
      _ = 1 := by rw [hY, Matrix.one_mul]
  have hdet := congrArg Matrix.det horth
  rw [Matrix.det_mul, ht', mul_zero, Matrix.det_one] at hdet
  exact zero_ne_one hdet

end

end NotJoinedAtFixedDensity
```

The error:

```
Main.lean:44:20: error: No goals to be solved
Main.lean:44:46: error: Type mismatch
  zero_le_one
has type
  0 ≤ 1
but is expected to have type
  -1 ≤ 1
Main.lean:45:35: error: Type mismatch
  ht
has type
  (fun t => (Cᵀ * γ t).det) t = -1
but is expected to have type
  (Cᵀ * γ t).det = 0
```

The mended proof, as a diff:

```diff
@@ -41,6 +41,9 @@
       Matrix.det_diagonal]
     simp
-  obtain ⟨t, ht⟩ := mem_range_of_exists_le_of_exists_ge hcont
-    ⟨1, by rw [h1]; norm_num⟩ ⟨0, by rw [h0]; exact zero_le_one⟩
+  have hle : (Cᵀ * γ 1).det ≤ 0 := by linarith
+  have hge : 0 ≤ (Cᵀ * γ 0).det := by linarith
+  have hzero : (0 : ℝ) ∈ Set.range fun t => (Cᵀ * γ t).det :=
+    mem_range_of_exists_le_of_exists_ge hcont ⟨1, hle⟩ ⟨0, hge⟩
+  obtain ⟨t, ht⟩ := hzero
   have ht' : (Cᵀ * γ t).det = 0 := ht
   -- but the overlap matrix is orthogonal all along the path
```

Cause. All three errors come from one omission: nothing tells Lean that the intermediate value sought is 0. In `mem_range_of_exists_le_of_exists_ge` that value is an implicit argument, and the `obtain` leaves it open. After `rw [h1]` the first bound reads `-1 ≤ ?c`, with `?c` still unknown. `rw` then tries to close the goal by reflexivity, and succeeds by setting `?c` to `-1`. Hence `norm_num` finds "No goals to be solved", the second bound becomes `-1 ≤ 1`, which `zero_le_one` does not match, and `ht` says that the determinant is `-1` where `ht'` needs `0`.

The repair states the membership as `hzero`, with `(0 : ℝ)` written out, so the value is fixed. The bounds `hle` and `hge` also name 0 explicitly, and `linarith` proves them from `h1` and `h0`. Taking `t` and `ht` from `hzero` then gives the equation with 0 that `ht'` expects.
